# A Davis–Kahan bound in Frobenius norm for two invariant subspaces

## Definitions and conventions

States are complex column vectors and operators are complex matrices in a fixed orthonormal basis. The adjoint of a matrix X is written X† in the formulas and `Xᴴ` in Lean.

```lean
import Mathlib

open Matrix

namespace DavisKahanProjectors

noncomputable section

variable {m n : Type*} [Fintype m] [Fintype n]
```

The letters `m` and `n` name two finite sets of indices. A vector is a function `n → ℂ` from indices to components x_i, and `Matrix m n ℂ` is a matrix with entries X_ij, row index i in m and column index j in n. All spaces are therefore finite-dimensional, of any dimension including zero, and all operators are bounded.

```lean
/-- The squared norm of a state vector. -/
def normSq (x : n → ℂ) : ℝ := ∑ i, ‖x i‖ ^ 2
```

On a complex number the double bars denote the modulus, so

    ‖x‖² = Σ_i |x_i|².

No overlap matrix appears, which is where the orthonormality of the basis is fixed.

```lean
/-- The real part of the quadratic form `⟨x, A x⟩`. -/
def form (A : Matrix n n ℂ) (x : n → ℂ) : ℝ := (star x ⬝ᵥ A *ᵥ x).re
```

Here `star x` conjugates the components, `*ᵥ` applies a matrix to a vector, `⬝ᵥ` is the dot product without conjugation and `.re` takes the real part:

    form A x = Re ⟨x, A x⟩ = Re Σ_ij conj(x_i) A_ij x_j.

The inner product is antilinear in its first slot. For a Hermitian Hamiltonian A and ‖x‖ = 1 the form is the energy expectation value in the state x. For any other x ≠ 0 the expectation value is the Rayleigh quotient, the form divided by ‖x‖². For a general A the real part retains only the Hermitian part (A + A†)/2.

```lean
/-- The Frobenius norm of a matrix. -/
def frob (X : Matrix m n ℂ) : ℝ := Real.sqrt (∑ i, ∑ j, ‖X i j‖ ^ 2)
```

This is the Frobenius norm of a rectangular matrix,

    ‖X‖_F = √( Σ_ij |X_ij|² ).

```lean
/-- An orthogonal projector: a Hermitian idempotent matrix. -/
def IsProjector (P : Matrix n n ℂ) : Prop := P.IsHermitian ∧ P * P = P
```

An orthogonal projector satisfies P† = P and P² = P. In the proofs `hP.1` refers to the first property and `hP.2` to the second.

```lean
/-- The form of `A` is at most `a ‖x‖²` on the vectors fixed by `P`. -/
def FormLE (A P : Matrix n n ℂ) (a : ℝ) : Prop :=
  ∀ x, P *ᵥ x = x → form A x ≤ a * normSq x
```

For an idempotent P the vectors with P x = x are exactly the range of P. With a real number a, the condition reads

    Re ⟨x, A x⟩ ≤ a ‖x‖²   for all x in range P.

If A is Hermitian and commutes with an orthogonal projector P, it says that every eigenvalue of A inside that subspace is at most a.

```lean
/-- The form of `B` is at least `b ‖x‖²` on the vectors fixed by `R`. -/
def FormGE (B R : Matrix n n ℂ) (b : ℝ) : Prop :=
  ∀ x, R *ᵥ x = x → b * normSq x ≤ form B x
```

The mirror condition, for a matrix B, an idempotent R and a real number b, is

    b ‖x‖² ≤ Re ⟨x, B x⟩   for all x in range R.

## Three facts about traces

```lean
/-- The real part of `tr (Xᴴ A X)` is the sum of the forms of `A` over the columns of `X`. -/
theorem trace_form (A : Matrix m m ℂ) (X : Matrix m n ℂ) :
    (trace (Xᴴ * A * X)).re = ∑ j, form A (fun i => X i j) := by
  rw [Matrix.mul_assoc, Matrix.trace, Complex.re_sum]
  exact Finset.sum_congr rfl fun j _ => rfl
```

Let x⁽ʲ⁾ be column j of X, written `fun i => X i j` in Lean. The diagonal entry (X† A X)_jj equals Σ_i conj(X_ij) (A X)_ij = ⟨x⁽ʲ⁾, A x⁽ʲ⁾⟩, and summing over j gives

    Re tr(X† A X) = Σ_j Re ⟨x⁽ʲ⁾, A x⁽ʲ⁾⟩.

The proof brackets the product as X†(A X) and moves the real part inside the sum. The terms then agree by definition, which is what `rfl` records.

```lean
/-- The squared Frobenius norm of `X` is the real part of `tr (Xᴴ X)`. -/
theorem frob_sq (X : Matrix m n ℂ) : frob X ^ 2 = (trace (Xᴴ * X)).re := by
  unfold frob
  rw [Real.sq_sqrt (Finset.sum_nonneg fun i _ => Finset.sum_nonneg fun j _ => sq_nonneg _),
    Finset.sum_comm]
  simp only [Matrix.trace, Matrix.diag_apply, Matrix.mul_apply, conjTranspose_apply,
    Complex.re_sum]
  refine Finset.sum_congr rfl fun j _ => Finset.sum_congr rfl fun i _ => ?_
  rw [Complex.sq_norm, Complex.normSq_apply]
  simp
```

The statement is

    ‖X‖_F² = Re tr(X† X),

because tr(X† X) = Σ_j Σ_i conj(X_ij) X_ij. The proof removes the square root, exchanges the two sums with `Finset.sum_comm` and compares term by term.

```lean
/-- Cauchy-Schwarz inequality for the Frobenius product:
`Re tr (Xᴴ Y) ≤ ‖X‖_F ‖Y‖_F`. -/
theorem re_trace_le (X Y : Matrix m n ℂ) : (trace (Xᴴ * Y)).re ≤ frob X * frob Y := by
  have h := Finset.sum_mul_sq_le_sq_mul_sq Finset.univ
    (fun p : m × n => ‖X p.1 p.2‖) (fun p : m × n => ‖Y p.1 p.2‖)
  simp only [Fintype.sum_prod_type] at h
  have h1 : (trace (Xᴴ * Y)).re ≤ ∑ i, ∑ j, ‖X i j‖ * ‖Y i j‖ := by
    rw [Finset.sum_comm]
    simp only [Matrix.trace, Matrix.diag_apply, Matrix.mul_apply, conjTranspose_apply,
      Complex.re_sum]
    refine Finset.sum_le_sum fun j _ => Finset.sum_le_sum fun i _ => ?_
    exact (Complex.re_le_norm _).trans (le_of_eq (by rw [norm_mul, norm_star]))
  unfold frob
  rw [← Real.sqrt_mul (Finset.sum_nonneg fun i _ => Finset.sum_nonneg fun j _ => sq_nonneg _)]
  exact h1.trans ((le_abs_self _).trans (Real.abs_le_sqrt h))
```

For two matrices X, Y of the same shape,

    Re tr(X† Y) = Σ_ij Re( conj(X_ij) Y_ij ) ≤ Σ_ij |X_ij| |Y_ij| ≤ ‖X‖_F ‖Y‖_F.

The first inequality is `h1`: a real part is at most the modulus. The second is the real Cauchy–Schwarz inequality `h`, applied in squared form to the moduli, with the pair (i, j) treated as one index in `m × n`. The last lines take the square root.

## The Sylvester bound

```lean
/-- If the form of `B` is at least `(a + d) ‖x‖²` on the columns of `X` and the form of `A` is
at most `a ‖x‖²` on the columns of `Xᴴ`, then `d ‖X‖_F ≤ ‖B X - X A‖_F`. -/
theorem sylvester_bound (A : Matrix n n ℂ) (B : Matrix m m ℂ) (X : Matrix m n ℂ) (a d : ℝ)
    (hA : ∀ i, form A (fun j => Xᴴ j i) ≤ a * normSq (fun j => Xᴴ j i))
    (hB : ∀ j, (a + d) * normSq (fun i => X i j) ≤ form B (fun i => X i j)) :
    d * frob X ≤ frob (B * X - X * A) := by
  have hsq : frob X ^ 2 = ∑ i, ∑ j, ‖X i j‖ ^ 2 :=
    Real.sq_sqrt (Finset.sum_nonneg fun i _ => Finset.sum_nonneg fun j _ => sq_nonneg _)
  -- lower bound on the `B` term, column by column
  have h1 : (a + d) * frob X ^ 2 ≤ (trace (Xᴴ * B * X)).re := by
    rw [trace_form, hsq, Finset.sum_comm, Finset.mul_sum]
    exact Finset.sum_le_sum fun j _ => hB j
  -- upper bound on the `A` term, row by row
  have h2 : (trace (Xᴴᴴ * A * Xᴴ)).re ≤ a * frob X ^ 2 := by
    rw [trace_form, hsq, Finset.mul_sum]
    refine Finset.sum_le_sum fun i _ => (hA i).trans (le_of_eq ?_)
    simp only [normSq, conjTranspose_apply, norm_star]
  have h3 : trace (Xᴴ * (B * X - X * A)) = trace (Xᴴ * B * X) - trace (Xᴴᴴ * A * Xᴴ) := by
    rw [Matrix.mul_sub, trace_sub, conjTranspose_conjTranspose, ← Matrix.mul_assoc,
      Matrix.trace_mul_comm Xᴴ (X * A)]
  have h4 := re_trace_le X (B * X - X * A)
  rw [h3, Complex.sub_re] at h4
  have h0 : 0 ≤ frob X := Real.sqrt_nonneg _
  rcases h0.eq_or_lt with h | h
  · rw [← h, mul_zero]
    exact Real.sqrt_nonneg _
  · exact le_of_mul_le_mul_left (by nlinarith) h
```

X is an m × n matrix, B acts on its left and A on its right, and a, d are real. Hypothesis `hB` bounds the form of B from below by (a + d)‖·‖² on each column of X. Hypothesis `hA` bounds the form of A from above by a‖·‖² on each column of X†, where column i of X† is the complex conjugate of row i of X. The conclusion is

    d ‖X‖_F ≤ ‖B X − X A‖_F.

By hand, pair the residual B X − X A with X and use the cyclic property of the trace on the second term (`h3`):

    tr( X† (B X − X A) ) = tr(X† B X) − tr(X A X†).

The first trace is a sum of forms of B over the columns of X, whose squared norms add up to ‖X‖_F². This gives `h1`:

    Re tr(X† B X) ≥ (a + d) ‖X‖_F².

The second trace has the same shape with X† in place of X, which is why Lean writes it with `Xᴴᴴ`. The columns of X† also have squared norms adding up to ‖X‖_F², so `h2` follows:

    Re tr(X A X†) ≤ a ‖X‖_F².

Subtraction cancels a, and Cauchy–Schwarz (`h4`) bounds the result from above:

    d ‖X‖_F² ≤ Re tr( X† (B X − X A) ) ≤ ‖X‖_F ‖B X − X A‖_F.

The `rcases` line separates ‖X‖_F = 0, where the claim is 0 ≤ ‖B X − X A‖_F, from ‖X‖_F > 0, where one factor is cancelled. The tactic `nlinarith` combines the three inequalities.

## The main theorem

```lean
/-- Davis-Kahan bound: let the orthogonal projector `P` commute with `A` and the idempotent `R`
with `B`, the form of `A` be at most `a ‖x‖²` on the range of `P` and that of `B` at least
`(a + d) ‖x‖²` on the range of `R`. Then `d ‖R P‖_F ≤ ‖R (B - A) P‖_F`. -/
theorem davis_kahan (A B P R : Matrix n n ℂ) (a d : ℝ) (hP : IsProjector P) (hR : R * R = R)
    (hAP : A * P = P * A) (hBR : B * R = R * B)
    (hA : FormLE A P a) (hB : FormGE B R (a + d)) :
    d * frob (R * P) ≤ frob (R * (B - A) * P) := by
  have col : ∀ (Q X : Matrix n n ℂ), Q * X = X → ∀ j,
      Q *ᵥ (fun i => X i j) = fun i => X i j :=
    fun Q X h j => funext fun i => congrFun (congrFun h i) j
  -- columns of `R P` lie in the range of `R`, those of its adjoint in the range of `P`
  have hcol : R * (R * P) = R * P := by rw [← Matrix.mul_assoc, hR]
  have hrow : P * (R * P)ᴴ = (R * P)ᴴ := by
    rw [conjTranspose_mul, hP.1.eq, ← Matrix.mul_assoc, hP.2]
  -- the commutation relations turn the Sylvester residual into `R (B - A) P`
  have hres : B * (R * P) - R * P * A = R * (B - A) * P := by
    rw [← Matrix.mul_assoc, hBR, Matrix.mul_assoc R P A, ← hAP, Matrix.mul_sub, Matrix.sub_mul,
      Matrix.mul_assoc R A P]
  rw [← hres]
  exact sylvester_bound A B (R * P) a d (fun i => hA _ (col _ _ hrow i))
    (fun j => hB _ (col _ _ hcol j))
```

All four matrices are square of the same size. P is an orthogonal projector with A P = P A, and R is an idempotent with B R = R B. The form of A is at most a‖x‖² on range P, and the form of B is at least (a + d)‖x‖² on range R. Then

    d ‖R P‖_F ≤ ‖R (B − A) P‖_F.

In the physical reading A is a reference Hamiltonian, P projects on an invariant low-energy subspace of A, B is a second Hamiltonian, R projects on an invariant high-energy subspace of B, and d is a lower bound on the gap between the two. This gap mixes the spectra of A and B, and it is assumed, not derived from the size of B − A. Hermiticity of A, B and R is not among the hypotheses, so Hermitian operators are a special case. The sign of d is free, and the bound carries information only for d > 0.

The argument sets X = R P in the Sylvester bound. Since R X = R² P = X, every column of X is fixed by R (`hcol`). Since X† = P R†, one has P X† = P² R† = X†, so every column of X† is fixed by P (`hrow`). This is the one place where P† = P enters. The auxiliary statement `col` passes from a matrix identity Q X = X to Q x⁽ʲ⁾ = x⁽ʲ⁾ for each column j, and the form conditions then supply the two hypotheses of `sylvester_bound`. The commutation relations rewrite the residual (`hres`):

    B R P − R P A = R B P − R A P = R (B − A) P.

The name Davis–Kahan is usually attached to bounds on the sines of the angles between subspaces in any unitarily invariant norm. What is proved here is the Frobenius-norm inequality in finite dimension with a one-sided separation, one subspace entirely below a and the other entirely above a + d. A cluster of levels with spectrum on both sides is not covered. Angles are not defined in the code. The link to them is that, for R = 1 − Q with Q an orthogonal projector of the same rank as P, ‖R P‖_F² is the sum of the squared sines of the principal angles between range P and range Q.

## The bound in terms of the full perturbation

```lean
/-- Sandwiching a matrix between two orthogonal projectors does not increase its Frobenius
norm. -/
theorem frob_compress_le (E P R : Matrix n n ℂ) (hP : IsProjector P) (hR : IsProjector R) :
    frob (R * E * P) ≤ frob E := by
  have hfix : P * ((R * E * P)ᴴ * R) = (R * E * P)ᴴ := by
    rw [conjTranspose_mul, conjTranspose_mul, hP.1.eq, hR.1.eq]
    calc P * (P * (Eᴴ * R) * R) = (P * P) * (Eᴴ * (R * R)) := by simp only [Matrix.mul_assoc]
      _ = P * (Eᴴ * R) := by rw [hP.2, hR.2]
  have htr : trace ((R * E * P)ᴴ * (R * E * P)) = trace ((R * E * P)ᴴ * E) := by
    calc trace ((R * E * P)ᴴ * (R * E * P))
        = trace (((R * E * P)ᴴ * R * E) * P) := by simp only [Matrix.mul_assoc]
      _ = trace (P * ((R * E * P)ᴴ * R * E)) := Matrix.trace_mul_comm _ _
      _ = trace ((R * E * P)ᴴ * E) := by rw [← Matrix.mul_assoc, hfix]
  have h := re_trace_le (R * E * P) E
  rw [← htr, ← frob_sq] at h
  have h0 : 0 ≤ frob (R * E * P) := Real.sqrt_nonneg _
  rcases h0.eq_or_lt with h1 | h1
  · rw [← h1]
    exact Real.sqrt_nonneg _
  · exact le_of_mul_le_mul_left (by nlinarith) h1
```

For any matrix E and orthogonal projectors P, R,

    ‖R E P‖_F ≤ ‖E‖_F.

Put Y = R E P. Then Y† = P E† R, so P Y† R = Y† (`hfix`). Moving P cyclically gives `htr`:

    tr(Y† Y) = tr(Y† R E P) = tr(P Y† R E) = tr(Y† E).

The left side has real part ‖Y‖_F², and Cauchy–Schwarz bounds the real part of the right side by ‖Y‖_F ‖E‖_F. One factor is cancelled after the same case split as before.

```lean
/-- Under the same conditions, with `R` an orthogonal projector too,
`d ‖R P‖_F ≤ ‖B - A‖_F`. -/
theorem davis_kahan_perturbation (A B P R : Matrix n n ℂ) (a d : ℝ) (hP : IsProjector P)
    (hR : IsProjector R) (hAP : A * P = P * A) (hBR : B * R = R * B)
    (hA : FormLE A P a) (hB : FormGE B R (a + d)) :
    d * frob (R * P) ≤ frob (B - A) :=
  (davis_kahan A B P R a d hP hR.2 hAP hBR hA hB).trans (frob_compress_le _ P R hP hR)
```

Chaining the two inequalities with E = B − A yields

    d ‖R P‖_F ≤ ‖B − A‖_F.

R must now be Hermitian as well, because the compression step uses it.

```lean
/-- For orthogonal projectors `‖R P‖_F²` equals the real part of `tr (R P)`. -/
theorem frob_sq_overlap (P R : Matrix n n ℂ) (hP : IsProjector P) (hR : IsProjector R) :
    frob (R * P) ^ 2 = (trace (R * P)).re := by
  have h : P * R * (R * P) = P * (R * P) := by
    rw [Matrix.mul_assoc, ← Matrix.mul_assoc R R P, hR.2]
  rw [frob_sq, conjTranspose_mul, hP.1.eq, hR.1.eq, h, Matrix.trace_mul_comm,
    Matrix.mul_assoc, hP.2]
```

For orthogonal projectors, (R P)† (R P) = P R² P = P R P (`h`), and cyclicity with P² = P gives

    ‖R P‖_F² = Re tr(R P).

For non-interacting electrons in a finite orthonormal basis of spin orbitals, with P the projector on the occupied orbitals of a one-electron Hamiltonian A and R the projector on the virtual orbitals of B, tr(R P) is the mean number of electrons of the A determinant found in virtual orbitals of B. If the occupied levels of A are at most a and the virtual levels of B are at least a + d, with d > 0, the last two theorems bound this number by ‖B − A‖_F² / d².

## Equality and an example

```lean
/-- For idempotents `P`, `R`, the choice `A = 1 - P`, `B = R`, `a = 0`, `d = 1` meets the
commutation and form conditions and gives equality in the bound. -/
theorem davis_kahan_sharp [DecidableEq n] (P R : Matrix n n ℂ) (hP : P * P = P)
    (hR : R * R = R) :
    (1 - P) * P = P * (1 - P) ∧ FormLE (1 - P) P 0 ∧ FormGE R R (0 + 1) ∧
      1 * frob (R * P) = frob (R * (R - (1 - P)) * P) := by
  refine ⟨by noncomm_ring, fun x hx => ?_, fun x hx => ?_, ?_⟩
  · simp [form, Matrix.sub_mulVec, hx]
  · rw [form, hx, zero_add, one_mul, normSq, dotProduct, Complex.re_sum]
    refine le_of_eq (Finset.sum_congr rfl fun i _ => ?_)
    rw [Complex.sq_norm, Complex.normSq_apply]
    simp
  · have h : R * (R - (1 - P)) * P = R * P := by
      calc R * (R - (1 - P)) * P = (R * R) * P - R * P + R * (P * P) := by noncomm_ring
        _ = R * P := by rw [hR, hP, sub_self, zero_add]
    rw [h, one_mul]
```

For any idempotents P and R take A = 1 − P, B = R, a = 0, d = 1. The theorem lists four facts: A commutes with P, the two form conditions hold, and both sides of the bound are equal. The relation B R = R B is R R = R R and is not listed. On range P one has A x = x − P x = 0, so the form vanishes. On range R one has B x = x, so the form equals ‖x‖². For the equality,

    R (R − (1 − P)) P = R² P − R P + R P² = R P.

The tactic `noncomm_ring` performs this expansion without reordering factors. When P is also Hermitian all hypotheses of `davis_kahan` are met, and if R P ≠ 0 the equality rules out a constant larger than d on the left.

```lean
/-- The projector on the first basis vector of a two-level system. -/
def P₀ : Matrix (Fin 2) (Fin 2) ℂ := !![1, 0; 0, 0]
```

The basis vectors carry the indices 0 and 1, and rows are separated by semicolons. P₀ projects on (1, 0).

```lean
/-- The projector on the symmetric combination of the two basis vectors. -/
def R₀ : Matrix (Fin 2) (Fin 2) ℂ := !![1 / 2, 1 / 2; 1 / 2, 1 / 2]
```

R₀ projects on the normalised vector (1, 1)/√2.

```lean
/-- The non-commuting orthogonal projectors `P₀`, `R₀` with the Hermitian `A = 1 - P₀` and
`B = R₀` meet the conditions of the bound for `a = 0`, `d = 1`. -/
theorem davis_kahan_witness :
    IsProjector P₀ ∧ IsProjector R₀ ∧ (1 - P₀).IsHermitian ∧ R₀ * P₀ ≠ P₀ * R₀ ∧
      (1 - P₀) * P₀ = P₀ * (1 - P₀) ∧ FormLE (1 - P₀) P₀ 0 ∧ FormGE R₀ R₀ (0 + 1) := by
  have hP : P₀.IsHermitian := by
    ext i j
    fin_cases i <;> fin_cases j <;> simp [P₀, conjTranspose_apply]
  have hR : R₀.IsHermitian := by
    ext i j
    fin_cases i <;> fin_cases j <;> simp [R₀, conjTranspose_apply]
  have hP2 : P₀ * P₀ = P₀ := by
    ext i j
    fin_cases i <;> fin_cases j <;> norm_num [P₀, Matrix.mul_apply, Fin.sum_univ_two]
  have hR2 : R₀ * R₀ = R₀ := by
    ext i j
    fin_cases i <;> fin_cases j <;> norm_num [R₀, Matrix.mul_apply, Fin.sum_univ_two]
  obtain ⟨h1, h2, h3, -⟩ := davis_kahan_sharp P₀ R₀ hP2 hR2
  refine ⟨⟨hP, hP2⟩, ⟨hR, hR2⟩, Matrix.isHermitian_one.sub hP, fun h => ?_, h1, h2, h3⟩
  have h01 := congrFun (congrFun h 0) 1
  norm_num [P₀, R₀, Matrix.mul_apply, Fin.sum_univ_two] at h01

end

end DavisKahanProjectors
```

```lean
#print axioms DavisKahanProjectors.davis_kahan
-- 'DavisKahanProjectors.davis_kahan' depends on axioms: [propext, Classical.choice, Quot.sound]
#print axioms DavisKahanProjectors.davis_kahan_perturbation
-- 'DavisKahanProjectors.davis_kahan_perturbation' depends on axioms: [propext, Classical.choice, Quot.sound]
#print axioms DavisKahanProjectors.frob_sq_overlap
-- 'DavisKahanProjectors.frob_sq_overlap' depends on axioms: [propext, Classical.choice, Quot.sound]
```

The theorem states that P₀ and R₀ are orthogonal projectors, that A = 1 − P₀ is Hermitian and commutes with P₀, that R₀ P₀ ≠ P₀ R₀, and that the form conditions hold for B = R₀, a = 0, d = 1. Hermiticity and idempotence are checked entry by entry, with `fin_cases` running over the indices. The commutation and form conditions come from `davis_kahan_sharp`. In row 0, column 1 the product R₀ P₀ has the entry 0 and P₀ R₀ has 1/2, which is the contradiction drawn from `h01`. Column 0 of R₀ P₀ is (1/2, 1/2) and column 1 vanishes, so both sides of the bound have the value 1/√2.

## What fails without A P = P A

The same two projectors show the role of invariance. Take P = P₀, R = R₀ and A = B = R₀. On range P₀ a vector is (x_0, 0), and the form of A is |x_0|²/2, so a = 1/2 is admissible. On range R₀ the form of B equals ‖x‖², so a + d = 1 and d = 1/2. B commutes with R and all four matrices are Hermitian. Only A P = P A is violated. The two sides are

    d ‖R P‖_F = 1/(2√2) > 0,     ‖R (B − A) P‖_F = 0,

and the inequality is false. This counter-example, the value 1/√2 and the reading in terms of angles are arithmetic and geometry added around the theorems, not statements in the code. The form condition alone controls only the energies within range P, as for a trial subspace in a variational calculation. Without invariance the Sylvester residual for X = R P acquires the extra term R (A P − P A), which the right-hand side of the bound does not contain.
